# A Paley-Zygmund bound on spectral weight in finite dimension

Suppose I know a trial state's mean excitation energy and its mean squared excitation energy, but not how the state is distributed over the energy levels. The mean alone says little about that distribution: a small probability on a very high level can produce the same mean as a large probability on a moderate one. The second moment should limit this, because a small weight placed very high makes the mean square large.

The claim I have in mind is this. Let $A$ be a positive semidefinite observable with orthonormal eigenvectors $e_i$ and eigenvalues $a_i$, let $\psi$ be a unit vector, and let $0\le t\le 1$. If $W$ is the total probability of the levels with $a_i>t\langle A\rangle$, then

$$
W\,\langle A^2\rangle \ge (1-t)^2\langle A\rangle^2 .
$$

Can this be derived rigorously for a finite number of levels, and can the argument be checked by machine?

## How the second moment forces weight above the threshold

Yes, and positivity of $A$ is more than the argument needs: a nonnegative mean in the given state is enough.

Write $p_i=|\langle e_i,\psi\rangle|^2$ for the level probabilities and $m=\langle A\rangle$ for the mean. Expanding $\psi$ in the eigenbasis gives

$$
\sum_i p_i=1,\qquad m=\sum_i a_i p_i,\qquad \langle A^2\rangle=\sum_i a_i^2p_i .
$$

For a real threshold $c$, let $W(c)=\sum_{a_i>c}p_i$ be the weight strictly above it. Expanding the square gives

$$
\sum_i p_i(a_i-c)^2=\langle A^2\rangle-2cm+c^2 .
$$

Now take $c\le m$. Levels at or below $c$ contribute nonpositive terms to the mean of $A-c$, so dropping them cannot lower the sum:

$$
0\le m-c=\sum_i p_i(a_i-c)\le\sum_{a_i>c}p_i(a_i-c).
$$

Both ends are nonnegative, so the inequality survives squaring. The Cauchy-Schwarz inequality, applied to the numbers $\sqrt{p_i}$ and $\sqrt{p_i}\,(a_i-c)$ on the remaining levels, then gives

$$
(m-c)^2\le W(c)\sum_{a_i>c}p_i(a_i-c)^2 .
$$

Restoring the omitted levels in the last sum adds only nonnegative terms. Hence

$$
(m-c)^2\le W(c)\left(\langle A^2\rangle-2cm+c^2\right).
$$

This is the threshold bound. If $m\ge0$ and $0\le t\le1$, the choice $c=tm$ satisfies $c\le m$, and the bound becomes

$$
(1-t)^2m^2\le W(tm)\left(\langle A^2\rangle-t(2-t)m^2\right)
\le W(tm)\langle A^2\rangle ,
$$

because $t(2-t)m^2\ge0$ and $W(tm)\ge0$. This is the inequality you asked for.

The threshold bound is an equality when the state occupies only levels with eigenvalue $c$ or a single higher value $b$. In that case $m-c=W(c)(b-c)$ and $\langle(A-c)^2\rangle=W(c)(b-c)^2$, so both sides equal $W(c)^2(b-c)^2$.

For positive semidefinite $A$, setting $t=0$ also limits the weight $P_0$ on eigenvalue zero. Every other level lies above zero, so $W(0)=1-P_0$, and $m^2\le(1-P_0)\langle A^2\rangle$ rearranges to

$$
P_0\langle A^2\rangle\le\langle A^2\rangle-m^2 .
$$

In electronic structure, with a Hamiltonian $H$ in a finite basis and its lowest eigenvalue $E_0$ in that basis known, taking $A=H-E_0$ turns this into an upper limit on the ground-level weight of a trial state whenever $\langle(H-E_0)^2\rangle>0$.

The following Lean file contains these results and a two-level example.

```lean
import Mathlib

open scoped InnerProductSpace
open Matrix

namespace SpectralWeightTwoMoments

noncomputable section

variable {ι E : Type*} [Fintype ι] [NormedAddCommGroup E] [InnerProductSpace ℂ E]

/-- The expectation value of the operator `A` in the state `ψ` (real part of `⟨ψ, A ψ⟩`). -/
def expect (A : E →ₗ[ℂ] E) (ψ : E) : ℝ := (⟪ψ, A ψ⟫_ℂ).re

/-- The probability of finding the state `ψ` in the basis state `e i`. -/
def prob (e : OrthonormalBasis ι ℂ E) (ψ : E) (i : ι) : ℝ := ‖⟪e i, ψ⟫_ℂ‖ ^ 2

/-- The spectral weight of `ψ` on the levels whose eigenvalue `a i` exceeds `c`. -/
def weightAbove (e : OrthonormalBasis ι ℂ E) (a : ι → ℝ) (ψ : E) (c : ℝ) : ℝ :=
  ∑ i with c < a i, prob e ψ i

/-- The expectation value is the average of the eigenvalues over the level probabilities. -/
theorem expect_eq_sum (e : OrthonormalBasis ι ℂ E) {A : E →ₗ[ℂ] E} {a : ι → ℝ}
    (hA : ∀ i, A (e i) = (a i : ℂ) • e i) (ψ : E) :
    expect A ψ = ∑ i, a i * prob e ψ i := by
  -- expand the state in the eigenbasis and let `A` act on each term
  have h : A ψ = ∑ i, (⟪e i, ψ⟫_ℂ * (a i : ℂ)) • e i := by
    conv_lhs => rw [← e.sum_repr' ψ]
    simp only [map_sum, map_smul, hA, smul_smul]
  unfold expect prob
  rw [h, inner_sum, Complex.re_sum]
  refine Finset.sum_congr rfl fun i _ => ?_
  have hc : ⟪ψ, e i⟫_ℂ = (starRingEnd ℂ) ⟪e i, ψ⟫_ℂ := (inner_conj_symm _ _).symm
  rw [inner_smul_right, hc]
  generalize ⟪e i, ψ⟫_ℂ = z
  rw [← Complex.normSq_eq_norm_sq, Complex.normSq_apply]
  simp only [Complex.mul_re, Complex.mul_im, Complex.conj_re, Complex.conj_im,
    Complex.ofReal_re, Complex.ofReal_im]
  ring

/-- The level probabilities of a unit vector add up to one. -/
theorem sum_prob (e : OrthonormalBasis ι ℂ E) {ψ : E} (hψ : ‖ψ‖ = 1) :
    ∑ i, prob e ψ i = 1 := by
  have h := expect_eq_sum e (A := LinearMap.id) (a := fun _ => 1) (by simp) ψ
  have h1 : expect LinearMap.id ψ = 1 := by
    simp [expect, inner_self_eq_norm_sq_to_K, hψ]
  rw [h1] at h
  simpa using h.symm

/-- The mean squared deviation of the eigenvalues from `c` is `⟨A²⟩ - 2c⟨A⟩ + c²`. -/
theorem sum_sq_deviation (e : OrthonormalBasis ι ℂ E) {A : E →ₗ[ℂ] E} {a : ι → ℝ}
    (hA : ∀ i, A (e i) = (a i : ℂ) • e i) {ψ : E} (hψ : ‖ψ‖ = 1) (c : ℝ) :
    ∑ i, prob e ψ i * (a i - c) ^ 2
      = expect (A ∘ₗ A) ψ - 2 * c * expect A ψ + c ^ 2 := by
  have hA2 : ∀ i, (A ∘ₗ A) (e i) = ((a i ^ 2 : ℝ) : ℂ) • e i := fun i => by
    rw [LinearMap.comp_apply, hA, map_smul, hA, smul_smul, pow_two, Complex.ofReal_mul]
  rw [expect_eq_sum e hA2, expect_eq_sum e hA]
  calc ∑ i, prob e ψ i * (a i - c) ^ 2
      = ∑ i, (a i ^ 2 * prob e ψ i - 2 * c * (a i * prob e ψ i) + c ^ 2 * prob e ψ i) :=
        Finset.sum_congr rfl fun i _ => by ring
    _ = _ := by
        simp only [Finset.sum_add_distrib, Finset.sum_sub_distrib, ← Finset.mul_sum,
          sum_prob e hψ, mul_one]

/-- For a threshold `c` not above the mean, the weight above `c` times `⟨(A - c)²⟩`
is at least `(⟨A⟩ - c)²`. -/
theorem weight_above_threshold (e : OrthonormalBasis ι ℂ E) {A : E →ₗ[ℂ] E} {a : ι → ℝ}
    (hA : ∀ i, A (e i) = (a i : ℂ) • e i) {ψ : E} (hψ : ‖ψ‖ = 1) {c : ℝ}
    (hc : c ≤ expect A ψ) :
    (expect A ψ - c) ^ 2
      ≤ weightAbove e a ψ c * (expect (A ∘ₗ A) ψ - 2 * c * expect A ψ + c ^ 2) := by
  have hp : ∀ i, 0 ≤ prob e ψ i := fun i => sq_nonneg _
  have h1 : expect A ψ - c = ∑ i, prob e ψ i * (a i - c) := by
    simp only [mul_sub, Finset.sum_sub_distrib, ← Finset.sum_mul, sum_prob e hψ, one_mul]
    rw [expect_eq_sum e hA]
    simp only [mul_comm]
  -- levels at or below the threshold contribute nonpositively
  have h2 : ∑ i, prob e ψ i * (a i - c) ≤ ∑ i with c < a i, prob e ψ i * (a i - c) := by
    rw [Finset.sum_filter]
    refine Finset.sum_le_sum fun i _ => ?_
    split_ifs with h
    · exact le_rfl
    · exact mul_nonpos_of_nonneg_of_nonpos (hp i) (by linarith [not_lt.mp h])
  -- Cauchy-Schwarz on the levels above the threshold
  have h3 : (∑ i with c < a i, prob e ψ i * (a i - c)) ^ 2
      ≤ weightAbove e a ψ c * ∑ i with c < a i, prob e ψ i * (a i - c) ^ 2 := by
    have h := Finset.sum_mul_sq_le_sq_mul_sq (Finset.univ.filter fun i => c < a i)
      (fun i => ‖⟪e i, ψ⟫_ℂ‖) (fun i => ‖⟪e i, ψ⟫_ℂ‖ * (a i - c))
    simpa only [weightAbove, prob, mul_pow, ← mul_assoc, ← pow_two] using h
  have h4 : ∑ i with c < a i, prob e ψ i * (a i - c) ^ 2
      ≤ ∑ i, prob e ψ i * (a i - c) ^ 2 :=
    Finset.sum_le_sum_of_subset_of_nonneg (Finset.filter_subset _ _)
      fun i _ _ => mul_nonneg (hp i) (sq_nonneg _)
  have hW : 0 ≤ weightAbove e a ψ c := Finset.sum_nonneg fun i _ => hp i
  rw [← sum_sq_deviation e hA hψ c]
  calc (expect A ψ - c) ^ 2
      ≤ (∑ i with c < a i, prob e ψ i * (a i - c)) ^ 2 :=
        pow_le_pow_left₀ (by linarith) (by linarith) 2
    _ ≤ _ := h3.trans (mul_le_mul_of_nonneg_left h4 hW)

/-- Paley-Zygmund bound: if `⟨A⟩ ≥ 0` and `0 ≤ t ≤ 1`, the weight of `ψ` on eigenvalues above
`t⟨A⟩`, times `⟨A²⟩`, is at least `(1 - t)²⟨A⟩²`. -/
theorem paley_zygmund (e : OrthonormalBasis ι ℂ E) {A : E →ₗ[ℂ] E} {a : ι → ℝ}
    (hA : ∀ i, A (e i) = (a i : ℂ) • e i) {ψ : E} (hψ : ‖ψ‖ = 1)
    (hm : 0 ≤ expect A ψ) {t : ℝ} (ht0 : 0 ≤ t) (ht1 : t ≤ 1) :
    (1 - t) ^ 2 * expect A ψ ^ 2
      ≤ weightAbove e a ψ (t * expect A ψ) * expect (A ∘ₗ A) ψ := by
  have h := weight_above_threshold e hA hψ (mul_le_of_le_one_left hm ht1)
  have hW : 0 ≤ weightAbove e a ψ (t * expect A ψ) :=
    Finset.sum_nonneg fun i _ => sq_nonneg _
  -- the term dropped from the second factor
  have hd : 0 ≤ t * (2 - t) * expect A ψ ^ 2 :=
    mul_nonneg (mul_nonneg ht0 (by linarith)) (sq_nonneg _)
  have hWd := mul_nonneg hW hd
  linear_combination h + hWd

/-- The threshold bound is an equality when `ψ` occupies only levels with eigenvalue `c` or
a single higher value `b`. -/
theorem threshold_bound_saturated (e : OrthonormalBasis ι ℂ E) {A : E →ₗ[ℂ] E} {a : ι → ℝ}
    (hA : ∀ i, A (e i) = (a i : ℂ) • e i) {ψ : E} (hψ : ‖ψ‖ = 1) {b c : ℝ} (hcb : c < b)
    (hs : ∀ i, prob e ψ i ≠ 0 → a i = c ∨ a i = b) :
    (expect A ψ - c) ^ 2
      = weightAbove e a ψ c * (expect (A ∘ₗ A) ψ - 2 * c * expect A ψ + c ^ 2) := by
  -- both moments of `A - c` come from the upper level alone
  have key : ∀ k : ℕ, k ≠ 0 →
      ∑ i, prob e ψ i * (a i - c) ^ k = weightAbove e a ψ c * (b - c) ^ k := by
    intro k hk
    rw [weightAbove, Finset.sum_filter, Finset.sum_mul]
    refine Finset.sum_congr rfl fun i _ => ?_
    by_cases h0 : prob e ψ i = 0
    · simp [h0]
    · rcases hs i h0 with h | h
      · simp [h, hk]
      · simp [h, hcb]
  have h1 : expect A ψ - c = ∑ i, prob e ψ i * (a i - c) ^ 1 := by
    simp only [pow_one, mul_sub, Finset.sum_sub_distrib, ← Finset.sum_mul, sum_prob e hψ,
      one_mul]
    rw [expect_eq_sum e hA]
    simp only [mul_comm]
  rw [← sum_sq_deviation e hA hψ c, h1, key 1 one_ne_zero, key 2 two_ne_zero]
  ring

/-- For positive semidefinite `A`, the weight of `ψ` on eigenvalue zero, times `⟨A²⟩`, is at
most the variance `⟨A²⟩ - ⟨A⟩²`. -/
theorem zero_level_weight_le (e : OrthonormalBasis ι ℂ E) {A : E →ₗ[ℂ] E} {a : ι → ℝ}
    (hA : ∀ i, A (e i) = (a i : ℂ) • e i) (hpos : ∀ x, 0 ≤ expect A x)
    {ψ : E} (hψ : ‖ψ‖ = 1) :
    (∑ i with a i = 0, prob e ψ i) * expect (A ∘ₗ A) ψ
      ≤ expect (A ∘ₗ A) ψ - expect A ψ ^ 2 := by
  have ha : ∀ i, 0 ≤ a i := fun i => by
    have h : expect A (e i) = a i := by
      simp [expect, hA, inner_self_eq_norm_sq_to_K, e.orthonormal.1 i]
    exact h ▸ hpos (e i)
  -- every level is either at zero or above it
  have hsum : (∑ i with a i = 0, prob e ψ i) + weightAbove e a ψ 0 = 1 := by
    rw [← sum_prob e hψ, weightAbove, Finset.sum_filter, Finset.sum_filter,
      ← Finset.sum_add_distrib]
    refine Finset.sum_congr rfl fun i _ => ?_
    rcases (ha i).eq_or_lt with h | h
    · simp [← h]
    · simp [h, h.ne']
  have h := paley_zygmund e hA hψ (hpos ψ) le_rfl zero_le_one
  rw [zero_mul] at h
  linear_combination h + expect (A ∘ₗ A) ψ * hsum

/-- The two-level operator `diag(0, 1)` with the standard basis and the state `(3/5, 4/5)`:
the eigenvalue relations, positivity and normalisation hold, and the mean is `16/25`. -/
theorem paley_zygmund_witness :
    let A := Matrix.toEuclideanLin (!![0, 0; 0, 1] : Matrix (Fin 2) (Fin 2) ℂ)
    let e := EuclideanSpace.basisFun (Fin 2) ℂ
    let a : Fin 2 → ℝ := ![0, 1]
    let ψ : EuclideanSpace ℂ (Fin 2) := !₂[3 / 5, 4 / 5]
    (∀ i, A (e i) = (a i : ℂ) • e i) ∧ (∀ x, 0 ≤ expect A x) ∧ ‖ψ‖ = 1 ∧
      expect A ψ = 16 / 25 := by
  intro A e a ψ
  have hA : ∀ i, A (e i) = (a i : ℂ) • e i := by
    intro i
    ext j
    change ((!![0, 0; 0, 1] : Matrix (Fin 2) (Fin 2) ℂ) *ᵥ (e i).ofLp) j = _
    fin_cases i <;> fin_cases j <;> simp [e, a, Matrix.mulVec, dotProduct]
  refine ⟨hA, fun x => ?_, ?_, ?_⟩
  · rw [expect_eq_sum e hA, Fin.sum_univ_two]
    simp [a, prob]
  · rw [EuclideanSpace.norm_eq, Real.sqrt_eq_one]
    norm_num [ψ, Fin.sum_univ_two]
  · rw [expect_eq_sum e hA, Fin.sum_univ_two]
    norm_num [a, e, ψ, prob, EuclideanSpace.inner_single_left]

end

end SpectralWeightTwoMoments
```

```lean
#print axioms SpectralWeightTwoMoments.paley_zygmund
#print axioms SpectralWeightTwoMoments.threshold_bound_saturated
#print axioms SpectralWeightTwoMoments.zero_level_weight_le
```

```
'SpectralWeightTwoMoments.paley_zygmund' depends on axioms: [propext, Classical.choice, Quot.sound]
'SpectralWeightTwoMoments.threshold_bound_saturated' depends on axioms: [propext, Classical.choice, Quot.sound]
'SpectralWeightTwoMoments.zero_level_weight_le' depends on axioms: [propext, Classical.choice, Quot.sound]
```

## Observables, states and thresholds in Lean

The space `E` is a complex inner product space, and `e : OrthonormalBasis ι ℂ E` is an orthonormal basis indexed by the finite type `ι`, so the dimension is finite. The observable is a linear map `A : E →ₗ[ℂ] E`. The hypothesis `hA` says that each `e i` is an eigenvector of `A` with the real eigenvalue `a i`. For a Hermitian operator in finite dimension, the spectral theorem supplies such a basis; here it is part of the data. The index labels basis vectors, not distinct energies, so degenerate eigenvalues are allowed and no ordering is required.

The definitions translate the physical quantities as follows:

- `expect A ψ` is the real part of $\langle\psi,A\psi\rangle$. Under `hA` the imaginary part vanishes, so nothing is lost.
- `prob e ψ i` is $p_i$. It is a probability when `‖ψ‖ = 1`, which is the hypothesis `hψ`.
- `weightAbove e a ψ c` is $W(c)$. The inequality `c < a i` is strict, so a level exactly at the threshold does not count.
- `expect (A ∘ₗ A) ψ` is $\langle A^2\rangle$, with the square taken as composition of operators.

In words, `paley_zygmund` says that for a unit vector with nonnegative mean and for $0\le t\le1$, the weight above $t\langle A\rangle$ times $\langle A^2\rangle$ is at least $(1-t)^2\langle A\rangle^2$. The hypothesis `hm` concerns only the state at hand, so $A$ may have negative eigenvalues. The product form needs no separate treatment of $\langle A^2\rangle=0$.

Positivity of the operator enters only in `zero_level_weight_le`, as `hpos`, which requires a nonnegative expectation value for every vector. For an excitation energy, this says that no state lies below the chosen zero of energy.

In probabilistic terms, the outcome of measuring $A$ is a random variable with finitely many values. The Paley-Zygmund inequality of probability theory also applies to continuous distributions, whereas these theorems do not treat continuous spectra or unbounded operators. The state is a single vector, so density matrices are not included either.

## From the level expansion to the bound

The lemma `expect_eq_sum` proves $\langle A\rangle=\sum_i a_ip_i$. It expands `ψ` with `e.sum_repr'`, lets `A` act on each term, and takes the inner product with `ψ`. Each term then contains an amplitude times its complex conjugate, whose value is $p_i$. Applying the same lemma to the identity operator, with all eigenvalues equal to one, gives the normalisation `sum_prob`.

For `sum_sq_deviation`, the proof first shows that `A ∘ₗ A` has eigenvalues $a_i^2$ on the same basis. The expansion lemma then supplies both moments, and the square is multiplied out level by level.

The main argument is `weight_above_threshold`, whose intermediate facts follow the derivation above:

1. `h1` writes $m-c$ as the average of $a_i-c$.
2. `h2` drops the levels at or below the threshold. The case split compares each term with itself if the level is kept, and with zero if it is dropped.
3. `h3` is Cauchy-Schwarz, from `Finset.sum_mul_sq_le_sq_mul_sq`. The amplitude moduli `‖⟪e i, ψ⟫_ℂ‖` play the role of $\sqrt{p_i}$.
4. `h4` restores the dropped levels in the sum of squares.

The closing `calc` squares the first inequality, using `hc` to know that $m-c$ is nonnegative, and then chains the other two.

In `paley_zygmund`, this theorem is applied at $c=tm$. The fact `hd` states that $t(2-t)m^2$ is nonnegative, and `hWd` multiplies it by the nonnegative weight. Adding `hWd` to the threshold bound with `linear_combination` removes the extra term.

The equality case, `threshold_bound_saturated`, rests on `key`: for every nonzero power $k$, the average of $(a_i-c)^k$ equals $W(c)(b-c)^k$. Unoccupied levels contribute nothing, levels at $c$ contribute $0^k=0$, and levels at $b$ give the stated value. The powers one and two yield the two factors needed. At $t=0$ the threshold bound and the Paley-Zygmund bound coincide; for $t>0$ the equality theorem concerns the threshold bound.

The proof of `zero_level_weight_le` applies `hpos` to each basis vector to obtain $a_i\ge0$. Every level is therefore either at zero or above it, and `hsum` records that the two weights add up to one. The case $t=0$ of `paley_zygmund` then gives the result.

Finally, `paley_zygmund_witness` takes the operator $\mathrm{diag}(0,1)$ and the state $(3/5,4/5)$. It verifies the eigenvalue relations, positivity and normalisation, and finds the mean $16/25$, so the assumptions on operator and state are met by a concrete system with nonzero mean. Since this operator equals its own square, $\langle A^2\rangle$ is also $16/25$. The upper level carries weight $16/25$, and at $t=0$ both sides of the Paley-Zygmund bound equal $(16/25)^2$.
